# A polynomial switch from 1 to 0 whose first k derivatives vanish at both ends has degree at least 2k+1, and exactly one has that degree

In my molecular dynamics runs, I bring the pair energy U(r) to zero between r_on and r_off by multiplying it by

1 − 10x³ + 15x⁴ − 6x⁵, with x = (r − r_on)/(r_off − r_on).

The factor falls from 1 to 0, and its first two derivatives vanish at both ends. That is six conditions for the six coefficients of a quintic, but counting doesn't tell me that the conditions are independent, or that the x⁵ coefficient can't turn out to be zero. Could a quartic do the job, or a different quintic?

## One quintic, and no quartic

Neither is possible. Call P a switch of order k if P(0) = 1, P(1) = 0 and its derivatives of orders 1 to k vanish at 0 and 1. Your case is k = 2.

Suppose the derivatives of a polynomial Q of orders 0 to n−1 vanish at a. In the expansion of Q in powers of x − a, the coefficients below order n are then zero, so (x − a)ⁿ divides Q. If this holds at both 0 and 1, the coprime factors xⁿ and (x − 1)ⁿ both divide Q, hence so does their product. A nonzero Q therefore has degree at least 2n.

**Lower bound.** P′ satisfies this with n = k, and it is nonzero because P(0) ≠ P(1). So deg P′ ≥ 2k and deg P ≥ 2k+1.

**Uniqueness.** If P and Q are two switches of degree at most 2k+1, then P − Q satisfies it with n = k+1. Were the difference nonzero, its degree would be at least 2k+2, which is impossible.

**Existence.** For fixed k, let

T_m(x) = (1 − x)^(k+1) · Σ C(k+j, j) x^j, summed over j = 0, …, m, where C(n, j) is the binomial coefficient.

Then

T_m′ = −(k+m+1) C(k+m, m) x^m (1 − x)^k.

For m = 0 this is immediate. For the step to m+1, write c = C(k+m+1, m+1), so that (k+m+1) C(k+m, m) = (m+1)c. The new term c x^(m+1) (1 − x)^(k+1) changes the derivative to

x^m (1 − x)^k [−(m+1)c + (m+1)c(1 − x) − (k+1)cx] = −(k+m+2) c x^(m+1) (1 − x)^k.

Take S = T_k. Its derivative contains x^k (1 − x)^k, so its derivatives of orders 1 to k vanish at both ends; also S(0) = 1 and S(1) = 0. Its degree is at most (k+1) + k, and the lower bound makes it exactly 2k+1. Since S′ < 0 between the ends, S decreases strictly on [0, 1]. For k = 2,

S = (1 − x)³(1 + 3x + 6x²),

which is your quintic.

In the force loop, a pair inside the switching range contributes the radial force

−U′(r) S(x) + 30x²(1 − x)² U(r)/(r_off − r_on).

Below r_on the factor is 1; beyond r_off the pair is skipped.

## The statement and proof in Lean

`IsSwitching k P` states the conditions for a real polynomial `P`, with `derivative^[j]` the j-th formal derivative and `eval` the value at a point. In the code, `C a` is the constant polynomial a, not a binomial coefficient, which is written `choose`. The convention is that 0 is the inner end and 1 the cutoff. `minimalSwitch k` is S, "minimal" referring to degree only. `minimal_degree_switching` gives the bound and, through `∃!`, the single switch of degree 2k+1, for every natural k; k = 0 gives 1 − x.

The theorems concern the polynomial alone. Joining it to the constants 1 and 0 and multiplying by U is left to ordinary calculus: the matched derivatives make the joined factor k times continuously differentiable in r. Non-polynomial switches are not considered.

```lean
import Mathlib

open Polynomial

namespace SwitchingPolynomial

/-- A switching polynomial of smoothness order `k` in the reduced distance: it is `1` at `0`,
it is `0` at `1`, and its derivatives of orders `1` to `k` vanish at both ends. -/
def IsSwitching (k : ℕ) (P : ℝ[X]) : Prop :=
  P.eval 0 = 1 ∧ P.eval 1 = 0 ∧
    ∀ j, 1 ≤ j → j ≤ k →
      (derivative^[j] P).eval 0 = 0 ∧ (derivative^[j] P).eval 1 = 0

/-- The explicit polynomial `(1 - x)^(k+1) * ∑ C(k+j, j) x^j`, with `j` running from `0` to `k`. -/
noncomputable def minimalSwitch (k : ℕ) : ℝ[X] :=
  (1 - X) ^ (k + 1) * ∑ j ∈ Finset.range (k + 1), (((k + j).choose j : ℕ) : ℝ[X]) * X ^ j

/-- The derivatives of a polynomial of all orders `j < n` (order `0` being its value) vanish at `a`
exactly when `(x - a)^n` divides it. -/
theorem flat_iff_dvd (Q : ℝ[X]) (a : ℝ) (n : ℕ) :
    (∀ j, j < n → (derivative^[j] Q).eval a = 0) ↔ (X - C a) ^ n ∣ Q := by
  by_cases hQ : Q = 0
  · subst hQ
    simp
  cases n with
  | zero => simp
  | succ m =>
    rw [← le_rootMultiplicity_iff hQ, Nat.add_one_le_iff,
      lt_rootMultiplicity_iff_isRoot_iterate_derivative hQ]
    exact ⟨fun h i hi => h i (Nat.lt_succ_of_le hi), fun h i hi => h i (Nat.le_of_lt_succ hi)⟩

/-- A nonzero polynomial whose value and derivatives below order `n` vanish at both `0` and `1`
has degree at least `2n`. -/
theorem two_mul_le_natDegree {Q : ℝ[X]} (hQ : Q ≠ 0) (n : ℕ)
    (h : ∀ j, j < n → (derivative^[j] Q).eval 0 = 0 ∧ (derivative^[j] Q).eval 1 = 0) :
    2 * n ≤ Q.natDegree := by
  have h0 := (flat_iff_dvd Q 0 n).1 fun j hj => (h j hj).1
  have h1 := (flat_iff_dvd Q 1 n).1 fun j hj => (h j hj).2
  -- the factors belonging to the two ends are coprime, so their product divides `Q`
  have hb : IsCoprime (X - C (0 : ℝ)) (X - C (1 : ℝ)) :=
    ⟨1, -1, by simp only [map_zero, map_one]; ring⟩
  have hc : IsCoprime ((X - C (0 : ℝ)) ^ n) ((X - C (1 : ℝ)) ^ n) := hb.pow
  have hd := natDegree_le_of_dvd (hc.mul_dvd h0 h1) hQ
  rw [natDegree_mul (pow_ne_zero _ (X_sub_C_ne_zero _)) (pow_ne_zero _ (X_sub_C_ne_zero _))] at hd
  simp only [natDegree_pow, natDegree_X_sub_C] at hd
  omega

/-- Every switching polynomial of smoothness order `k` has degree at least `2k + 1`. -/
theorem le_natDegree {k : ℕ} {P : ℝ[X]} (h : IsSwitching k P) : 2 * k + 1 ≤ P.natDegree := by
  obtain ⟨h0, h1, hf⟩ := h
  -- the two end values differ, so `P` is not constant
  have hdeg : P.natDegree ≠ 0 := by
    intro hz
    rw [eq_C_of_natDegree_eq_zero hz] at h0 h1
    simp only [eval_C] at h0 h1
    linarith
  have hne : derivative P ≠ 0 := fun hz => hdeg (Polynomial.derivative_eq_zero.1 hz)
  have h2 := two_mul_le_natDegree hne k fun j hj => hf (j + 1) (by omega) (by omega)
  have h3 := natDegree_derivative_lt hdeg
  omega

/-- Two switching polynomials of smoothness order `k` and degree at most `2k + 1` are equal. -/
theorem eq_of_natDegree_le {k : ℕ} {P Q : ℝ[X]} (hP : IsSwitching k P) (hQ : IsSwitching k Q)
    (dP : P.natDegree ≤ 2 * k + 1) (dQ : Q.natDegree ≤ 2 * k + 1) : P = Q := by
  by_contra hne
  -- the difference is flat at both ends, including its value
  have h := two_mul_le_natDegree (sub_ne_zero.2 hne) (k + 1) (by
    intro j hj
    rcases j with _ | j
    · simp [hP.1, hP.2.1, hQ.1, hQ.2.1]
    · have a := hP.2.2 (j + 1) (by omega) (by omega)
      have b := hQ.2.2 (j + 1) (by omega) (by omega)
      rw [iterate_derivative_sub, eval_sub, eval_sub, a.1, a.2, b.1, b.2]
      exact ⟨sub_self 0, sub_self 0⟩)
  have hs := natDegree_sub_le P Q
  omega

/-- Cutting the sum in the switch after the power `m` leaves a polynomial whose derivative is the
single product `-(k+m+1) C(k+m, m) x^m (1 - x)^k`. -/
theorem derivative_truncated (k m : ℕ) :
    derivative ((1 - X) ^ (k + 1) *
      ∑ j ∈ Finset.range (m + 1), (((k + j).choose j : ℕ) : ℝ[X]) * X ^ j) =
    -(((k + m + 1) * (k + m).choose m : ℕ) : ℝ[X]) * X ^ m * (1 - X) ^ k := by
  have hC : ∀ n : ℕ, C ((n : ℝ) + 1) = (n : ℝ[X]) + 1 := fun n => by simp
  have hd : derivative ((1 - X : ℝ[X]) ^ (k + 1)) = -((k : ℝ[X]) + 1) * (1 - X) ^ k := by
    rw [derivative_pow_succ, hC, derivative_sub, derivative_one, derivative_X]
    ring
  induction m with
  | zero =>
    simp only [zero_add, Finset.sum_range_one, add_zero, Nat.choose_zero_right, Nat.cast_one,
      pow_zero, mul_one, hd]
    push_cast
    ring
  | succ m ih =>
    have hx : derivative ((X : ℝ[X]) ^ (m + 1)) = ((m : ℝ[X]) + 1) * X ^ m := by
      rw [derivative_pow_succ, hC, derivative_X, mul_one]
    -- absorption identity: the terms of power `m` cancel
    have hc : (k + m + 1) * (k + m).choose m = (k + (m + 1)).choose (m + 1) * (m + 1) :=
      Nat.add_one_mul_choose_eq (k + m) m
    rw [Finset.sum_range_succ, mul_add, derivative_add, ih, derivative_mul, derivative_mul,
      derivative_natCast, hd, hx, hc]
    generalize (k + (m + 1)).choose (m + 1) = c
    push_cast
    ring

/-- The explicit polynomial is a switching polynomial of smoothness order `k`, and its degree
is `2k + 1`. -/
theorem minimalSwitch_spec (k : ℕ) :
    IsSwitching k (minimalSwitch k) ∧ (minimalSwitch k).natDegree = 2 * k + 1 := by
  have hD : derivative (minimalSwitch k) = _ := derivative_truncated k k
  have h0 : (X - C (0 : ℝ)) ^ k ∣ derivative (minimalSwitch k) := by
    rw [hD, map_zero, sub_zero]
    exact (dvd_mul_left _ _).mul_right _
  have h1 : (X - C (1 : ℝ)) ^ k ∣ derivative (minimalSwitch k) := by
    rw [hD]
    exact Dvd.dvd.mul_left
      (pow_dvd_pow_of_dvd ⟨-1, by simp only [map_one]; ring⟩ k) _
  have hs : IsSwitching k (minimalSwitch k) := by
    refine ⟨by simp [minimalSwitch, eval_finsetSum, Finset.sum_range_succ'],
      by simp [minimalSwitch], fun j hj hjk => ?_⟩
    obtain ⟨i, rfl⟩ : ∃ i, j = i + 1 := ⟨j - 1, by omega⟩
    exact ⟨(flat_iff_dvd _ 0 k).2 h0 i (by omega), (flat_iff_dvd _ 1 k).2 h1 i (by omega)⟩
  refine ⟨hs, le_antisymm ?_ (le_natDegree hs)⟩
  -- upper bound on the degree, factor by factor
  have ha : ((1 - X : ℝ[X]) ^ (k + 1)).natDegree ≤ (k + 1) * 1 :=
    natDegree_pow_le_of_le _ ((natDegree_sub_le _ _).trans (by simp))
  have hb : (∑ j ∈ Finset.range (k + 1),
      (((k + j).choose j : ℕ) : ℝ[X]) * X ^ j).natDegree ≤ k := by
    refine natDegree_sum_le_of_forall_le _ _ fun j hj => ?_
    have hj' := Finset.mem_range.1 hj
    refine natDegree_mul_le.trans ?_
    rw [natDegree_natCast, natDegree_X_pow]
    omega
  refine natDegree_mul_le.trans ?_
  omega

/-- Every switching polynomial of smoothness order `k` has degree at least `2k + 1`, and exactly
one has degree `2k + 1`. -/
theorem minimal_degree_switching (k : ℕ) :
    (∀ P, IsSwitching k P → 2 * k + 1 ≤ P.natDegree) ∧
      ∃! P, IsSwitching k P ∧ P.natDegree = 2 * k + 1 :=
  ⟨fun _ h => le_natDegree h, minimalSwitch k, minimalSwitch_spec k, fun _ h =>
    eq_of_natDegree_le h.1 (minimalSwitch_spec k).1 h.2.le (minimalSwitch_spec k).2.le⟩

/-- The minimal switch decreases strictly on the whole switching interval `[0, 1]`. -/
theorem minimalSwitch_strictAntiOn (k : ℕ) :
    StrictAntiOn (fun x => (minimalSwitch k).eval x) (Set.Icc 0 1) := by
  refine strictAntiOn_of_deriv_neg (convex_Icc 0 1) (minimalSwitch k).continuous.continuousOn ?_
  intro x hx
  rw [interior_Icc] at hx
  have hD : derivative (minimalSwitch k) = _ := derivative_truncated k k
  rw [Polynomial.deriv, hD]
  simp only [eval_mul, eval_neg, eval_natCast, eval_pow, eval_X, eval_sub, eval_one]
  have hN : (0 : ℝ) < (((k + k + 1) * (k + k).choose k : ℕ) : ℝ) :=
    Nat.cast_pos.2 (Nat.mul_pos (Nat.succ_pos _) (Nat.choose_pos (by omega)))
  have hp := mul_pos (mul_pos hN (pow_pos hx.1 k)) (pow_pos (sub_pos.2 hx.2) k)
  rw [neg_mul, neg_mul]
  exact neg_lt_zero.2 hp

/-- For smoothness order two the minimal switch is the quintic `1 - 10x³ + 15x⁴ - 6x⁵`. -/
theorem minimalSwitch_two :
    minimalSwitch 2 = 1 - 10 * X ^ 3 + 15 * X ^ 4 - 6 * X ^ 5 := by
  have hs : ∑ j ∈ Finset.range (2 + 1), (((2 + j).choose j : ℕ) : ℝ[X]) * X ^ j =
      1 + 3 * X + 6 * X ^ 2 := by
    norm_num [Finset.sum_range_succ, Nat.choose]
  rw [minimalSwitch, hs]
  ring

end SwitchingPolynomial
```

```lean
#print axioms SwitchingPolynomial.minimal_degree_switching
-- 'SwitchingPolynomial.minimal_degree_switching' depends on axioms: [propext, Classical.choice, Quot.sound]
#print axioms SwitchingPolynomial.minimalSwitch_strictAntiOn
-- 'SwitchingPolynomial.minimalSwitch_strictAntiOn' depends on axioms: [propext, Classical.choice, Quot.sound]
#print axioms SwitchingPolynomial.minimalSwitch_two
-- 'SwitchingPolynomial.minimalSwitch_two' depends on axioms: [propext, Classical.choice, Quot.sound]
```

`flat_iff_dvd` obtains the divisibility criterion from Mathlib's root multiplicities instead of a Taylor expansion. `two_mul_le_natDegree` combines the two factors, with coprimality coming from x − (x − 1) = 1. `le_natDegree` applies this to P′, and `eq_of_natDegree_le` to the difference, treating its value separately from its derivatives.

`derivative_truncated` is the induction on m: `Nat.add_one_mul_choose_eq` supplies the binomial identity, and `ring` collects the terms. `minimalSwitch_spec` sets m = k, uses the criterion in reverse to recover the vanishing derivatives, and bounds the degree factor by factor. The last two theorems use the sign of S′ for strict decrease and expand the case k = 2.
